# A lower bound on the total weight of site pairs at fixed separation in a finite chain

In a finite open chain of M + m sites, every ordered pair (i, j) with j = i + m carries the same real weight x ≥ 0, and all other pairs carry weight 0. The lemma says that the sum of the weights over all ordered pairs is at least Mx; no Hamiltonian or quantum state enters the statement. The proof splits the sum over i into the first M sites and the last m. For each of the first M sites, the sum over j is bounded below by its single term at j = i + m, which is x, and the contribution of the last m sites is dropped because it is non-negative.

The first attempt, which Lean rejects:

```lean
import Mathlib

open Matrix

namespace DecayTruncation

noncomputable section

/-- In a chain of M + m sites, give each pair (i, j) with j = i + m the weight x ≥ 0 and every other
pair the weight 0; the total weight is at least M x. -/
theorem diagonal_weight (M m : ℕ) {x : ℝ} (hx : 0 ≤ x) :
    (M : ℝ) * x ≤ ∑ i : Fin (M + m), ∑ j : Fin (M + m),
      if j.val = i.val + m then x else 0 := by
  rw [Fin.sum_univ_add]
  have h1 : ∀ i : Fin M, x ≤ ∑ j : Fin (M + m),
      if j.val = (Fin.castAdd m i).val + m then x else 0 := by
    intro i
    have h := Finset.single_le_sum
      (f := fun j : Fin (M + m) => if j.val = (Fin.castAdd m i).val + m then x else 0)
      (fun j _ => by dsimp only; split_ifs; exacts [hx, le_rfl])
      (Finset.mem_univ (⟨i.val + m, Nat.add_lt_add_right i.isLt m⟩ : Fin (M + m)))
    refine le_trans (le_of_eq ?_) h
    simp
  calc (M : ℝ) * x = ∑ _i : Fin M, x := by simp
    _ ≤ _ := Finset.sum_le_sum fun i _ => h1 i
    _ ≤ _ := le_add_of_nonneg_right (Finset.sum_nonneg fun i _ =>
        Finset.sum_nonneg fun j _ => by split_ifs; exacts [hx, le_rfl])

end

end DecayTruncation
```

Messages:

```
Main.lean:20:21: error: `dsimp` made no progress
```

The change, after which it compiles:

```diff
@@ -18,5 +18,5 @@
     have h := Finset.single_le_sum
       (f := fun j : Fin (M + m) => if j.val = (Fin.castAdd m i).val + m then x else 0)
-      (fun j _ => by dsimp only; split_ifs; exacts [hx, le_rfl])
+      (fun j _ => by split_ifs; exacts [hx, le_rfl])
       (Finset.mem_univ (⟨i.val + m, Nat.add_lt_add_right i.isLt m⟩ : Fin (M + m)))
     refine le_trans (le_of_eq ?_) h
```

Diagnosis. The error lies in the proof that each term of the inner sum is non-negative, a hypothesis of `Finset.single_le_sum`. The summand is passed to that lemma as an explicit function `f`, and `dsimp only` was there to turn `f` applied to `j` into the plain `if` expression. Lean had already done this when it set up the goal, so `dsimp only` found nothing to simplify. In that case the tactic does not pass silently but fails, with the message "`dsimp` made no progress".

The repair deletes the call and leaves the rest of the line as it was. `split_ifs` works directly on the `if` and leaves two cases, 0 ≤ x and 0 ≤ 0, which `hx` and `le_rfl` close.
